# A single differentiable real orbital, times a complex constant, attains the von Weizsäcker bound where its density is positive

The theorem `real_orbital_equality` concerns one orbital φ = cf in d-dimensional space, with f a real function differentiable at the point x, c a complex constant and ν a real occupation; φ need not be normalised. If the density ρ = ν|φ|² is positive at x, then |∇ρ|²/(8ρ) equals the kinetic energy density ½ν|∇φ|² there, in atomic units. The attempt uses the preceding theorem, by which this equality holds exactly when every component of the current density vanishes at x. It computes each partial derivative of φ as c times that of f, in the step `hp`, and from this seeks to show that the current is zero.

As first written in Lean, the proof fails:

```lean
import Mathlib

open scoped ComplexConjugate

namespace ComplexWeizsackerBound

noncomputable section

/-- Euclidean space of dimension `d`. -/
abbrev Space (d : ℕ) := EuclideanSpace ℝ (Fin d)

variable {d : ℕ} {ι : Type*} [Fintype ι]

/-- The partial derivative of a real or complex field along the coordinate axis `a`. -/
def pd {F : Type*} [NormedAddCommGroup F] [NormedSpace ℝ F]
    (a : Fin d) (f : Space d → F) (x : Space d) : F :=
  fderiv ℝ f x (EuclideanSpace.single a 1)

/-- The squared length of the gradient: the sum of the squared moduli of the partial
derivatives. -/
def gradSq {F : Type*} [NormedAddCommGroup F] [NormedSpace ℝ F]
    (f : Space d → F) (x : Space d) : ℝ :=
  ∑ a, ‖pd a f x‖ ^ 2

/-- The density of orbitals `φ i` with occupations `n i`. -/
def density (n : ι → ℝ) (φ : ι → Space d → ℂ) (x : Space d) : ℝ :=
  ∑ i, n i * ‖φ i x‖ ^ 2

/-- The component along `a` of the paramagnetic current density, in atomic units. -/
def current (n : ι → ℝ) (φ : ι → Space d → ℂ) (a : Fin d) (x : Space d) : ℝ :=
  ∑ i, n i * (conj (φ i x) * pd a (φ i) x).im

/-- The positive-definite kinetic energy density, in atomic units. -/
def kineticDensity (n : ι → ℝ) (φ : ι → Space d → ℂ) (x : Space d) : ℝ :=
  1 / 2 * ∑ i, n i * gradSq (φ i) x

/-- Each partial derivative of the density is twice the occupation-weighted sum of the real
parts of `φ* ∂φ`. -/
theorem pd_density (n : ι → ℝ) (φ : ι → Space d → ℂ) (x : Space d)
    (hφ : ∀ i, DifferentiableAt ℝ (φ i) x) (a : Fin d) :
    pd a (density n φ) x = 2 * ∑ i, n i * (conj (φ i x) * pd a (φ i) x).re := by
  have h : HasFDerivAt (density n φ)
      (∑ i, n i • (2 • (innerSL ℝ (φ i x)).comp (fderiv ℝ (φ i) x))) x :=
    HasFDerivAt.fun_sum fun i _ => ((hφ i).hasFDerivAt.norm_sq).const_mul (n i)
  unfold pd
  rw [h.fderiv, sum_apply, Finset.mul_sum]
  refine Finset.sum_congr rfl fun i _ => ?_
  simp [Complex.inner]
  ring

/-- For a single complex orbital the bound with the current density is an identity. -/
theorem single_orbital_identity (ν : ℝ) (φ : Space d → ℂ) (x : Space d)
    (hφ : DifferentiableAt ℝ φ x) :
    gradSq (density (fun _ : Unit => ν) (fun _ => φ)) x
        + 4 * ∑ a, current (fun _ : Unit => ν) (fun _ => φ) a x ^ 2
      = 8 * density (fun _ : Unit => ν) (fun _ => φ) x
        * kineticDensity (fun _ : Unit => ν) (fun _ => φ) x := by
  have key : ∀ a, ‖pd a (density (fun _ : Unit => ν) (fun _ => φ)) x‖ ^ 2
      + 4 * current (fun _ : Unit => ν) (fun _ => φ) a x ^ 2
      = 4 * ν ^ 2 * ‖φ x‖ ^ 2 * ‖pd a φ x‖ ^ 2 := by
    intro a
    rw [pd_density _ _ x (fun _ => hφ) a, Real.norm_eq_abs, sq_abs]
    simp only [current, Finset.univ_unique, Finset.sum_singleton, Complex.sq_norm,
      Complex.normSq_apply, Complex.mul_re, Complex.mul_im, Complex.conj_re, Complex.conj_im]
    ring
  rw [gradSq, Finset.mul_sum, ← Finset.sum_add_distrib,
    Finset.sum_congr rfl fun a _ => key a, ← Finset.mul_sum]
  simp only [density, kineticDensity, gradSq, Finset.univ_unique, Finset.sum_singleton]
  ring

/-- A single complex orbital attains the von Weizsäcker bound at a point of positive density
exactly when its current density vanishes there. -/
theorem single_orbital_equality_iff (ν : ℝ) (φ : Space d → ℂ) (x : Space d)
    (hφ : DifferentiableAt ℝ φ x) (hρ : 0 < density (fun _ : Unit => ν) (fun _ => φ) x) :
    gradSq (density (fun _ : Unit => ν) (fun _ => φ)) x
        / (8 * density (fun _ : Unit => ν) (fun _ => φ) x)
      = kineticDensity (fun _ : Unit => ν) (fun _ => φ) x
    ↔ ∀ a, current (fun _ : Unit => ν) (fun _ => φ) a x = 0 := by
  have h := single_orbital_identity ν φ x hφ
  rw [div_eq_iff (mul_pos (by norm_num) hρ).ne']
  constructor
  · intro he a
    have h0 : ∑ a, current (fun _ : Unit => ν) (fun _ => φ) a x ^ 2 = 0 := by linarith
    have h1 := (Finset.sum_eq_zero_iff_of_nonneg fun a _ => sq_nonneg _).mp h0 a
      (Finset.mem_univ a)
    exact pow_eq_zero_iff (two_ne_zero) |>.mp h1
  · intro hj
    have h0 : ∑ a, current (fun _ : Unit => ν) (fun _ => φ) a x ^ 2 = 0 :=
      Finset.sum_eq_zero fun a _ => by rw [hj a]; norm_num
    linarith

/-- A single real orbital, multiplied by any constant complex factor, attains the
von Weizsäcker bound wherever its density is positive. -/
theorem real_orbital_equality (ν : ℝ) (c : ℂ) (f : Space d → ℝ) (x : Space d)
    (hf : DifferentiableAt ℝ f x)
    (hρ : 0 < density (fun _ : Unit => ν) (fun _ y => c * (f y : ℂ)) x) :
    gradSq (density (fun _ : Unit => ν) (fun _ y => c * (f y : ℂ))) x
        / (8 * density (fun _ : Unit => ν) (fun _ y => c * (f y : ℂ)) x)
      = kineticDensity (fun _ : Unit => ν) (fun _ y => c * (f y : ℂ)) x := by
  have h : HasFDerivAt (fun y => c * (f y : ℂ))
      (c • Complex.ofRealCLM.comp (fderiv ℝ f x)) x :=
    (Complex.ofRealCLM.hasFDerivAt.comp x hf.hasFDerivAt).const_mul c
  refine (single_orbital_equality_iff ν _ x h.differentiableAt hρ).mpr fun a => ?_
  have hp : pd a (fun y => c * (f y : ℂ)) x = c * (pd a f x : ℂ) := by
    unfold pd
    rw [h.fderiv]
    simp
  -- the constant factor enters only through its modulus
  simp only [current, Finset.univ_unique, Finset.sum_singleton, hp, Complex.mul_re,
    Complex.mul_im, Complex.conj_re, Complex.conj_im, Complex.ofReal_re, Complex.ofReal_im]
  ring

end

end ComplexWeizsackerBound
```

Compiling this gives:

```
Main.lean:104:56: error: Application type mismatch: The argument
  f
has type
  Space d → ℝ
but is expected to have type
  Space d → ℂ
in the application
  pd a f
Main.lean:104:68: error: unsolved goals
d : ℕ
ν : ℝ
c : ℂ
f : Space d → ℝ
x : Space d
hf : DifferentiableAt ℝ f x
hρ : 0 < density (fun x => ν) (fun x y => c * ↑(f y)) x
h : HasFDerivAt (fun y => c * ↑(f y)) (c • Complex.ofRealCLM ∘SL fderiv ℝ f x) x
a : Fin d
⊢ ↑((fderiv ℝ f x) (EuclideanSpace.single a 1)) = (fderiv ℝ (sorry ()) x) (EuclideanSpace.single a 1) ∨ c = 0
Try this:
  [apply] ring_nf
  
  The `ring` tactic failed to close the goal. Use `ring_nf` to obtain a normal form.
    
  Note that `ring` works primarily in *commutative* rings. If you have a noncommutative ring, abelian group or module, consider using `noncomm_ring`, `abel` or `module` instead.
Main.lean:99:75: error: unsolved goals
d : ℕ
ν : ℝ
c : ℂ
f : Space d → ℝ
x : Space d
hf : DifferentiableAt ℝ f x
hρ : 0 < density (fun x => ν) (fun x y => c * ↑(f y)) x
h : HasFDerivAt (fun y => c * ↑(f y)) (c • Complex.ofRealCLM ∘SL fderiv ℝ f x) x
a : Fin d
hp : pd a (fun y => c * ↑(f y)) x = c * pd a sorry x
⊢ ν * c.re ^ 2 * f x * (pd a sorry x).im + ν * f x * c.im ^ 2 * (pd a sorry x).im = 0
```

Diagnosis. The first error is the source of the others. In `(pd a f x : ℂ)` the ascription gives `pd` the expected type `ℂ`. Since `pd` works for both real and complex fields, Lean takes its value type to be `ℂ` and so requires a complex-valued `f`, instead of computing a real derivative and then casting it.

Lean puts `sorry` in place of the rejected argument. In the proof of `hp`, `simp` is therefore left comparing the derivative of `f` with that of an unknown function. In the main proof, the final `ring` fails because the goal still contains the imaginary part of `pd a sorry x`, which nothing shows to be zero.

The repair writes `((pd a f x : ℝ) : ℂ)`, which fixes the derivative as real before casting it to `ℂ`. Both sides in `hp` now involve the same derivative, and `Complex.ofReal_im` makes the imaginary part of the cast zero, so the existing `simp` and `ring` steps succeed.

Lean accepts the file once it reads:

```diff
@@ -102,5 +102,5 @@
     (Complex.ofRealCLM.hasFDerivAt.comp x hf.hasFDerivAt).const_mul c
   refine (single_orbital_equality_iff ν _ x h.differentiableAt hρ).mpr fun a => ?_
-  have hp : pd a (fun y => c * (f y : ℂ)) x = c * (pd a f x : ℂ) := by
+  have hp : pd a (fun y => c * (f y : ℂ)) x = c * ((pd a f x : ℝ) : ℂ) := by
     unfold pd
     rw [h.fderiv]
```
